# For Hermitian \(H\), positive definite \(S\) and \(\langle u,Su\rangle=1\), some eigenvalue of \(Hv=eSv\) lies within \(\sqrt{\langle r,S^{-1}r\rangle}\) of \(t\), where \(r=(H-tS)u\)

## Does a small residual guarantee a nearby eigenvalue?

Take two orbitals \(v_1,v_2\) with \(Hv_i=e_iSv_i\) and \(\langle v_i,Sv_j\rangle=\delta_{ij}\), and a trial vector \(u=c_1v_1+c_2v_2\) with \(|c_1|^2+|c_2|^2=1\). For a real trial energy \(t\), the residual \(r=(H-tS)u\) is \(c_1(e_1-t)Sv_1+c_2(e_2-t)Sv_2\), so

\[
\langle r,S^{-1}r\rangle=|c_1|^2(e_1-t)^2+|c_2|^2(e_2-t)^2 .
\]

This is a weighted mean of two squared distances, and the smaller of them cannot exceed it. At least one eigenvalue is therefore within \(\sqrt{\langle r,S^{-1}r\rangle}\) of \(t\).

I want to use this bound for Ritz values in an ultrasoft pseudopotential calculation, where \(S\) is the overlap matrix and there are many bands. I don't know the orbitals in advance, only \(H\), \(S\), \(u\) and \(t\). Does the bound hold for matrices of any finite size, and can I see a full proof that Lean has checked?

## Yes: the squared residual is a weighted mean of squared energy distances

The two-level argument carries over once a complete set of \(S\)-orthonormal orbitals is available. Write \(\langle a,b\rangle=\sum_k a_k^*b_k\), and let \(\dagger\) denote the conjugate transpose.

**Constructing the orbitals.** Diagonalise the overlap matrix as \(U^\dagger SU=\mathrm{diag}(s_i)\), with \(U\) unitary and all \(s_i>0\). Rescale the eigenvectors to \(W=U\,\mathrm{diag}(s_i^{-1/2})\), which gives \(W^\dagger SW=1\). The matrix \(W^\dagger HW\) is Hermitian, so a unitary \(Q\) brings it to a real diagonal form \(D=\mathrm{diag}(e_i)\). With \(V=WQ\),

\[
V^\dagger SV=Q^\dagger Q=1,\qquad V^\dagger HV=D .
\]

The matrices are square, so \(V^\dagger(SV)=1\) implies \(SVV^\dagger=1\). Hence \(HV=(SVV^\dagger)HV=SVD\), and each column \(v_i\) of \(V\) satisfies \(Hv_i=e_iSv_i\).

**Expanding the norm.** The relation \(SVV^\dagger=1\) also says that \(S^{-1}=VV^\dagger\). For any vector \(r\),

\[
\langle r,S^{-1}r\rangle=\langle V^\dagger r,V^\dagger r\rangle=\sum_i|\langle v_i,r\rangle|^2 .
\]

Define the weights \(w_i=|\langle v_i,Su\rangle|^2\). Putting \(Su\) in place of \(r\) gives

\[
\sum_i w_i=\langle Su,S^{-1}Su\rangle=\langle u,Su\rangle=1 .
\]

**Inserting the residual.** The adjoint of \(HV=SVD\) is \(V^\dagger H=DV^\dagger S\). Therefore \(\langle v_i,(H-tS)u\rangle=(e_i-t)\langle v_i,Su\rangle\), and with \(r=(H-tS)u\)

\[
R:=\langle r,S^{-1}r\rangle=\sum_i(e_i-t)^2w_i .
\]

**Finding the close eigenvalue.** Suppose \((e_i-t)^2>R\) for every \(i\). Because the weights sum to one,

\[
\sum_i\big[(e_i-t)^2-R\big]w_i=R-R=0 .
\]

Every term is non-negative, so every term is zero. The brackets are positive, so all \(w_i\) vanish, which contradicts their sum. Some \(i\) therefore has \((e_i-t)^2\le R\), that is, \(|e_i-t|\le\sqrt R\).

**Limiting distant admixtures.** For \(g\ge0\), keep only the terms of \(R\) with \(|e_i-t|\ge g\). Each is at least \(g^2w_i\), and the discarded terms are non-negative, so

\[
g^2\sum_{|e_i-t|\ge g}w_i\le R .
\]

Here is the complete Lean file.

```lean
import Mathlib

open Matrix
open scoped ComplexOrder

namespace UltrasoftResidualBound

noncomputable section

variable {n : Type*} [Fintype n] [DecidableEq n]

/-- The residual `(H - t S) u` of a trial vector `u` at the trial energy `t`. -/
def residual (H S : Matrix n n ℂ) (t : ℝ) (u : n → ℂ) : n → ℂ :=
  (H - (t : ℂ) • S) *ᵥ u

/-- The squared length `Re ⟨r, S⁻¹ r⟩` of a residual, for an invertible overlap matrix `S`. -/
def dualNormSq (S : Matrix n n ℂ) (r : n → ℂ) : ℝ :=
  (star r ⬝ᵥ (S⁻¹ *ᵥ r)).re

/-- The columns of `V` are `S`-orthonormal and solve the generalized eigenvalue problem
`H v = e S v` with the real energies `e`. -/
def IsOrbitals (H S V : Matrix n n ℂ) (e : n → ℝ) : Prop :=
  Vᴴ * S * V = 1 ∧ H * V = S * V * diagonal (fun i => (e i : ℂ))

/-- The weight `|⟨vᵢ, S u⟩|²` of the vector `u` on the `i`-th column of `V`. -/
def weight (S V : Matrix n n ℂ) (u : n → ℂ) (i : n) : ℝ :=
  ‖((Vᴴ * S) *ᵥ u) i‖ ^ 2

omit [Fintype n] in
/-- A real diagonal matrix is its own conjugate transpose. -/
theorem diagonal_real_conjTranspose (d : n → ℝ) :
    (diagonal (fun i => (d i : ℂ)))ᴴ = diagonal (fun i => (d i : ℂ)) := by
  rw [diagonal_conjTranspose]
  congr 1
  funext i
  simp

/-- A Hermitian matrix is brought to the diagonal form of its eigenvalues by a unitary matrix. -/
theorem exists_unitary_diagonal {A : Matrix n n ℂ} (hA : A.IsHermitian) :
    ∃ U : Matrix n n ℂ, Uᴴ * U = 1 ∧
      Uᴴ * A * U = diagonal (fun i => (hA.eigenvalues i : ℂ)) := by
  let U : Matrix n n ℂ := hA.eigenvectorUnitary
  have hU : Uᴴ * U = 1 := Matrix.mem_unitaryGroup_iff'.1 hA.eigenvectorUnitary.2
  have hAU : A * U = U * diagonal (fun i => (hA.eigenvalues i : ℂ)) := by
    ext i j
    have h := congrFun (hA.mulVec_eigenvectorBasis j) i
    simp only [Matrix.mulVec, dotProduct, Pi.smul_apply, Complex.real_smul] at h
    rw [Matrix.mul_diagonal, Matrix.mul_apply]
    simp only [U, Matrix.IsHermitian.eigenvectorUnitary_apply]
    linear_combination h
  exact ⟨U, hU, by rw [Matrix.mul_assoc, hAU, ← Matrix.mul_assoc, hU, Matrix.one_mul]⟩

/-- For Hermitian `H` and positive definite `S` there is a complete set of `S`-orthonormal
orbitals with real energies. -/
theorem exists_orbitals {H S : Matrix n n ℂ} (hH : H.IsHermitian) (hS : S.PosDef) :
    ∃ (V : Matrix n n ℂ) (e : n → ℝ), IsOrbitals H S V e := by
  obtain ⟨U, -, hD⟩ := exists_unitary_diagonal hS.isHermitian
  let g : n → ℝ := fun i => (√(hS.isHermitian.eigenvalues i))⁻¹
  let W := U * diagonal (fun i => (g i : ℂ))
  -- rescaled eigenvectors of the overlap matrix are S-orthonormal
  have hW : Wᴴ * S * W = 1 := by
    calc Wᴴ * S * W
        = diagonal (fun i => (g i : ℂ)) * (Uᴴ * S * U) * diagonal (fun i => (g i : ℂ)) := by
          simp only [W, conjTranspose_mul, diagonal_real_conjTranspose, Matrix.mul_assoc]
      _ = 1 := by
          rw [hD, diagonal_mul_diagonal, diagonal_mul_diagonal, ← diagonal_one]
          congr 1
          funext i
          have hp := hS.eigenvalues_pos i
          have hq := (Real.sqrt_pos.2 hp).ne'
          have s : g i * hS.isHermitian.eigenvalues i * g i = 1 := by
            calc g i * hS.isHermitian.eigenvalues i * g i
                = g i * (√(hS.isHermitian.eigenvalues i) *
                    √(hS.isHermitian.eigenvalues i)) * g i := by
                  rw [Real.mul_self_sqrt hp.le]
              _ = 1 := by
                  simp only [g]
                  field_simp
          exact_mod_cast s
  have hA : (Wᴴ * H * W).IsHermitian := by
    rw [Matrix.IsHermitian]
    simp only [conjTranspose_mul, conjTranspose_conjTranspose, hH.eq, Matrix.mul_assoc]
  -- diagonalise the Hamiltonian in that basis
  obtain ⟨Q, hQ, hE⟩ := exists_unitary_diagonal hA
  have h1 : (W * Q)ᴴ * S * (W * Q) = 1 := by
    calc (W * Q)ᴴ * S * (W * Q) = Qᴴ * (Wᴴ * S * W) * Q := by
          simp only [conjTranspose_mul, Matrix.mul_assoc]
      _ = 1 := by rw [hW, Matrix.mul_one, hQ]
  have h2 : (W * Q)ᴴ * (H * (W * Q)) = diagonal (fun i => (hA.eigenvalues i : ℂ)) := by
    rw [← hE]
    simp only [conjTranspose_mul, Matrix.mul_assoc]
  have h3 : S * (W * Q) * (W * Q)ᴴ = 1 :=
    mul_eq_one_comm.1 (by rw [← Matrix.mul_assoc]; exact h1)
  refine ⟨W * Q, hA.eigenvalues, h1, ?_⟩
  rw [← h2, ← Matrix.mul_assoc (S * (W * Q)), h3, Matrix.one_mul]

/-- Completeness of the orbitals: the inverse overlap matrix is `V Vᴴ`, and it is a true
inverse of `S`. -/
theorem completeness {H S V : Matrix n n ℂ} {e : n → ℝ} (h : IsOrbitals H S V e) :
    S⁻¹ = V * Vᴴ ∧ S⁻¹ * S = 1 := by
  have h1 : S * V * Vᴴ = 1 := mul_eq_one_comm.1 (by rw [← Matrix.mul_assoc]; exact h.1)
  rw [Matrix.mul_assoc] at h1
  have h2 := Matrix.inv_eq_right_inv h1
  exact ⟨h2, by rw [h2]; exact mul_eq_one_comm.1 h1⟩

/-- The squared length of a residual is the sum of its squared overlaps with the orbitals. -/
theorem dualNormSq_eq_sum {H S V : Matrix n n ℂ} {e : n → ℝ} (h : IsOrbitals H S V e)
    (r : n → ℂ) : dualNormSq S r = ∑ i, ‖(Vᴴ *ᵥ r) i‖ ^ 2 := by
  have hs : star r ᵥ* V = star (Vᴴ *ᵥ r) := by
    rw [Matrix.star_mulVec, conjTranspose_conjTranspose]
  rw [dualNormSq, (completeness h).1, ← Matrix.mulVec_mulVec, Matrix.dotProduct_mulVec, hs]
  simp only [dotProduct, Pi.star_apply, Complex.re_sum]
  refine Finset.sum_congr rfl fun i _ => ?_
  rw [Complex.sq_norm, Complex.normSq_apply]
  simp [Complex.mul_re]

/-- For Hermitian `S` the orbital weights of `u` add up to `⟨u, S u⟩`. -/
theorem sum_weight {H S V : Matrix n n ℂ} {e : n → ℝ} (hS : S.IsHermitian)
    (h : IsOrbitals H S V e) (u : n → ℂ) :
    ∑ i, weight S V u i = (star u ⬝ᵥ (S *ᵥ u)).re := by
  have h1 := dualNormSq_eq_sum h (S *ᵥ u)
  rw [dualNormSq, Matrix.mulVec_mulVec, (completeness h).2, Matrix.one_mulVec,
    Matrix.star_mulVec, hS.eq, ← Matrix.dotProduct_mulVec, Matrix.mulVec_mulVec] at h1
  exact h1.symm

/-- For Hermitian `H` and `S` the squared length of the residual is the sum over the orbitals of
the squared energy distance from `t` times the weight of `u`. -/
theorem residual_expansion {H S V : Matrix n n ℂ} {e : n → ℝ} (hH : H.IsHermitian)
    (hS : S.IsHermitian) (h : IsOrbitals H S V e) (t : ℝ) (u : n → ℂ) :
    dualNormSq S (residual H S t u) = ∑ i, (e i - t) ^ 2 * weight S V u i := by
  have hD := congrArg conjTranspose h.2
  simp only [conjTranspose_mul, hH.eq, hS.eq, diagonal_real_conjTranspose] at hD
  -- each orbital sees the residual through the factor e i - t
  have hR : Vᴴ * (H - (t : ℂ) • S) =
      diagonal (fun i => ((e i - t : ℝ) : ℂ)) * (Vᴴ * S) := by
    rw [Matrix.mul_sub, hD, Matrix.mul_smul]
    ext i j
    simp only [Matrix.sub_apply, Matrix.smul_apply, Matrix.diagonal_mul, smul_eq_mul,
      Complex.ofReal_sub]
    ring
  rw [dualNormSq_eq_sum h, residual, Matrix.mulVec_mulVec, hR, ← Matrix.mulVec_mulVec]
  refine Finset.sum_congr rfl fun i _ => ?_
  rw [Matrix.mulVec_diagonal, norm_mul, mul_pow, Complex.norm_real, Real.norm_eq_abs, sq_abs,
    weight]

/-- **Residual error bound.** For Hermitian `H`, positive definite `S` and `⟨u, S u⟩ = 1`, some
solution of `H v = e S v` has its energy within `√⟨r, S⁻¹ r⟩` of `t`, where `r = (H - t S) u`. -/
theorem exists_eigenvalue_near {H S : Matrix n n ℂ} (hH : H.IsHermitian) (hS : S.PosDef)
    (u : n → ℂ) (hu : star u ⬝ᵥ (S *ᵥ u) = 1) (t : ℝ) :
    ∃ (e : ℝ) (v : n → ℂ), v ≠ 0 ∧ H *ᵥ v = (e : ℂ) • (S *ᵥ v) ∧
      |e - t| ≤ √(dualNormSq S (residual H S t u)) := by
  obtain ⟨V, e, h⟩ := exists_orbitals hH hS
  have hw := sum_weight hS.isHermitian h u
  rw [hu, Complex.one_re] at hw
  have hr := residual_expansion hH hS.isHermitian h t u
  set R := dualNormSq S (residual H S t u)
  -- the weighted mean of (e i - t)² is R, so some term does not exceed R
  have hi : ∃ i, (e i - t) ^ 2 ≤ R := by
    by_contra hc
    have hc' : ∀ i, R < (e i - t) ^ 2 := fun i => lt_of_not_ge fun hle => hc ⟨i, hle⟩
    have h0 : ∑ i, ((e i - t) ^ 2 - R) * weight S V u i = 0 := by
      simp only [sub_mul, Finset.sum_sub_distrib]
      rw [← Finset.mul_sum, hw, ← hr]
      ring
    have hz := (Finset.sum_eq_zero_iff_of_nonneg (fun i _ =>
      mul_nonneg (sub_pos.2 (hc' i)).le (sq_nonneg _))).1 h0
    have hsum : ∑ i, weight S V u i = 0 := Finset.sum_eq_zero fun i hi =>
      (mul_eq_zero.1 (hz i hi)).resolve_left (sub_pos.2 (hc' i)).ne'
    linarith
  obtain ⟨i, hi⟩ := hi
  refine ⟨e i, fun k => V k i, ?_, ?_, Real.abs_le_sqrt hi⟩
  · intro hv
    have h1 := congrFun (congrFun h.1 i) i
    rw [Matrix.mul_apply, Matrix.one_apply_eq] at h1
    have h2 : ∀ k, V k i = 0 := fun k => congrFun hv k
    simp [h2] at h1
  · funext k
    have h1 := congrFun (congrFun h.2 k) i
    rw [Matrix.mul_diagonal] at h1
    have h2 : (H *ᵥ fun k => V k i) k = (S *ᵥ fun k => V k i) k * (e i : ℂ) := h1
    rw [h2, Pi.smul_apply, smul_eq_mul, mul_comm]

/-- For Hermitian `H` and `S`, the total weight of `u` on orbitals at energy distance at least
`g ≥ 0` from `t`, times `g²`, is at most the squared length of the residual. -/
theorem distant_weight_le {H S V : Matrix n n ℂ} {e : n → ℝ} (hH : H.IsHermitian)
    (hS : S.IsHermitian) (h : IsOrbitals H S V e) (t : ℝ) (u : n → ℂ) {g : ℝ} (hg : 0 ≤ g) :
    g ^ 2 * ∑ i ∈ Finset.univ.filter (fun i => g ≤ |e i - t|), weight S V u i
      ≤ dualNormSq S (residual H S t u) := by
  rw [residual_expansion hH hS h, Finset.mul_sum]
  refine (Finset.sum_le_sum fun i hi => ?_).trans
    (Finset.sum_le_sum_of_subset_of_nonneg (Finset.filter_subset _ _)
      fun i _ _ => mul_nonneg (sq_nonneg (e i - t)) (sq_nonneg _))
  have h1 := pow_le_pow_left₀ hg (Finset.mem_filter.1 hi).2 2
  rw [sq_abs] at h1
  exact mul_le_mul_of_nonneg_right h1 (sq_nonneg _)

end

end UltrasoftResidualBound
```

```lean
#print axioms UltrasoftResidualBound.exists_eigenvalue_near
#print axioms UltrasoftResidualBound.distant_weight_le
```

```
'UltrasoftResidualBound.exists_eigenvalue_near' depends on axioms: [propext, Classical.choice, Quot.sound]
'UltrasoftResidualBound.distant_weight_le' depends on axioms: [propext, Classical.choice, Quot.sound]
```

## What the Lean theorem says about a Ritz value

The main result is `exists_eigenvalue_near`. The index type `n` labels a finite basis, and `H` and `S` are complex matrices over it. The hypothesis `hu` is the normalisation \(\langle u,Su\rangle=1\), with `star u` supplying the complex conjugate. It already excludes an empty basis, for which the left side would be zero.

The conclusion supplies a real `e` and a nonzero `v` with `H *ᵥ v = (e : ℂ) • (S *ᵥ v)`, together with the bound on `|e - t|`. In that bound, `residual H S t u` is \((H-tS)u\), and `dualNormSq` is the real part of \(\langle r,S^{-1}r\rangle\). The orbitals do not appear among the hypotheses, since the proof constructs them.

The number `t` may be any real energy. The Ritz value of the normalised vector is the choice \(t=\langle u,Hu\rangle\).

Positive definiteness, `hS : S.PosDef`, is assumed. Physically, it says that every nonzero pseudo-wavefunction has positive norm once the augmentation charge is included. The file does not derive this from a particular pseudopotential.

For iterative eigensolvers, the theorem turns a residual into an energy error bar for a finite matrix problem with fixed \(H\) and \(S\). Basis-set error and the change of \(H\) during self-consistency are separate. The bound also does not identify the band: the eigenvalue near \(t\) need not be the one the solver was aiming for.

The second result, `distant_weight_le`, takes a set of orbitals as a hypothesis, `IsOrbitals H S V e`. This means that the columns of `V` are \(S\)-orthonormal and solve the eigenvalue problem with energies `e`. For Hermitian `H` and positive definite `S`, `exists_orbitals` provides such a set. Here `u` need not be normalised. If \(\langle u,Su\rangle=1\), the `weight` values are the fractions of `u` on the orbitals; for any other nonzero `u`, they must first be divided by \(\langle u,Su\rangle\).

## From two diagonalisations to the error bound in Lean

`exists_unitary_diagonal` packages Mathlib's spectral theorem as a matrix identity: the eigenvector equation, read entry by entry, becomes \(AU=UD\), and multiplication by \(U^\dagger\) finishes it. `exists_orbitals` uses it twice, first for \(S\) and then for \(W^\dagger HW\). Its local function `g` is \(s_i^{-1/2}\), and `hW` is the identity \(W^\dagger SW=1\). The step from \(V^\dagger SV=1\) to \(SVV^\dagger=1\) is `mul_eq_one_comm`, which is where squareness enters.

`completeness` records \(S^{-1}=VV^\dagger\), and `dualNormSq_eq_sum` turns this into the sum of squared overlaps. `sum_weight` applies that sum to the vector \(Su\), exactly as above.

In `residual_expansion`, the adjoint of the eigenvalue equation is `hD`. The intermediate identity `hR` states that \(V^\dagger(H-tS)\) equals \(\mathrm{diag}(e_i-t)\,V^\dagger S\). Taking squared norms component by component then gives \(R=\sum_i(e_i-t)^2w_i\).

The main proof combines these lemmas by contradiction:

- `h0` is the vanishing sum of \([(e_i-t)^2-R]w_i\).
- `Finset.sum_eq_zero_iff_of_nonneg` makes each term zero, so `hsum` gives total weight zero, against the value one in `hw`.
- `Real.abs_le_sqrt` converts \((e_i-t)^2\le R\) into the stated bound.

The eigenvector returned is column `i` of `V`, written `fun k => V k i`. It is nonzero because the `i`-th diagonal entry of \(V^\dagger SV\) is one, while a zero column would make that entry zero. Its eigenvalue equation is column `i` of \(HV=SVD\).

Finally, `distant_weight_le` starts from the same expansion of \(R\). `Finset.sum_le_sum` compares the retained terms with \(g^2w_i\), and `Finset.sum_le_sum_of_subset_of_nonneg` restores the discarded ones.
